# For symmetric exchange, the Heisenberg Hamiltonian of mixed spins leaves the one-magnon space over a polarized state invariant

To follow one unit of spin deviation through a cluster of unequal spins, we describe each site i by three operators S_iˣ, S_iʸ, S_iᶻ on a common complex vector space V, and not by matrices of a size fixed by its spin. The sites form a finite set `ι`, ħ = 1, and I is the imaginary unit.

```lean
import Mathlib

open Complex Finset

namespace MixedSpinMagnons

noncomputable section

variable {ι V : Type*} [Fintype ι] [DecidableEq ι] [AddCommGroup V] [Module ℂ V]
```

`IsSpinSystem` demands the angular momentum relations on each site and commuting operators on different sites. Lean numbers the components x, y, z as 0, 1, 2.

```lean
/-- Spins on the sites `ι`: the components `S i 0`, `S i 1`, `S i 2` (x, y, z) obey the angular
momentum relations on each site, and operators on different sites commute. -/
structure IsSpinSystem (S : ι → Fin 3 → Module.End ℂ V) : Prop where
  xy : ∀ i, S i 0 * S i 1 - S i 1 * S i 0 = I • S i 2
  yz : ∀ i, S i 1 * S i 2 - S i 2 * S i 1 = I • S i 0
  zx : ∀ i, S i 2 * S i 0 - S i 0 * S i 2 = I • S i 1
  comm : ∀ i j, i ≠ j → ∀ a b, Commute (S i a) (S j b)
```

The ladder operators are S_i⁺ = S_iˣ + I S_iʸ and S_i⁻ = S_iˣ − I S_iʸ.

```lean
/-- The raising operator `Sx + i Sy` of a site. -/
def raising (S : ι → Fin 3 → Module.End ℂ V) (i : ι) : Module.End ℂ V := S i 0 + I • S i 1

/-- The lowering operator `Sx - i Sy` of a site. -/
def lowering (S : ι → Fin 3 → Module.End ℂ V) (i : ι) : Module.End ℂ V := S i 0 - I • S i 1
```

The reference state v is fully polarized: S_i⁺ v = 0 and S_iᶻ v = s_i v. For nonzero v in finite dimension, s_i is the spin quantum number of site i in the state v. Lean admits any complex s_i and needs no inner product.

```lean
/-- The state `v` is fully polarized: every raising operator annihilates it, and the z component
of site `i` has the value `s i`. -/
structure IsPolarized (S : ι → Fin 3 → Module.End ℂ V) (s : ι → ℂ) (v : V) : Prop where
  top : ∀ i, raising S i v = 0
  weight : ∀ i, S i 2 v = s i • v
```

The Hamiltonian H sums J(i,j)(s_i s_j − S_i·S_j) over pairs. The exchange constant J(i,j) measures how strongly two spins are coupled, and a positive value favours parallel alignment. It is symmetric because a bond has no direction. That a given magnet has isotropic pair exchange with these constants is physical input.

```lean
/-- The scalar product `Si · Sj` of two spins. -/
def dot (S : ι → Fin 3 → Module.End ℂ V) (i j : ι) : Module.End ℂ V := ∑ a, S i a * S j a

/-- The bond operator `s_i s_j - Si · Sj`. -/
def bond (S : ι → Fin 3 → Module.End ℂ V) (s : ι → ℂ) (i j : ι) : Module.End ℂ V :=
  (s i * s j) • 1 - dot S i j

/-- The Heisenberg Hamiltonian: half the sum of `J i j (s_i s_j - Si · Sj)` over ordered pairs of
distinct sites. For symmetric `J`, and if operators on different sites commute, this is the sum over
pairs. -/
def hamiltonian (S : ι → Fin 3 → Module.End ℂ V) (s : ι → ℂ) (J : ι → ι → ℂ) :
    Module.End ℂ V :=
  (1 / 2 : ℂ) • ∑ i, ∑ j ∈ univ.erase i, J i j • bond S s i j
```

Write Φ(f) = Σ_i f_i S_i⁻ v for the state with amplitudes f. The code calls every such vector a `magnon`, even if it is zero or not an eigenstate. The map `spinWave` acts on amplitudes and is used from part (f) on.

```lean
/-- The one-magnon state `∑ f_i Si⁻ v` with amplitudes `f`. -/
def magnon (S : ι → Fin 3 → Module.End ℂ V) (v : V) (f : ι → ℂ) : V :=
  ∑ i, f i • lowering S i v

/-- The linear spin-wave map on amplitudes, `g_i = ∑ j, J i j s_j (f_i - f_j)`. -/
def spinWave (J : ι → ι → ℂ) (s f : ι → ℂ) (i : ι) : ℂ := ∑ j, J i j * s j * (f i - f j)
```

## (a) The scalar product in ladder operators

Show that

S_i·S_j = S_iᶻ S_jᶻ + ½ (S_i⁺ S_j⁻ + S_i⁻ S_j⁺).

**Solution.** Multiply out, keeping the order of factors:

S_i⁺ S_j⁻ = S_iˣS_jˣ + S_iʸS_jʸ − I S_iˣS_jʸ + I S_iʸS_jˣ

S_i⁻ S_j⁺ = S_iˣS_jˣ + S_iʸS_jʸ + I S_iˣS_jʸ − I S_iʸS_jˣ

Half the sum is S_iˣS_jˣ + S_iʸS_jʸ. In Lean, `hI` supplies I² = −1 and `linear_combination` compares coefficients.

```lean
variable {S : ι → Fin 3 → Module.End ℂ V} {s : ι → ℂ} {v : V}

omit [Fintype ι] [DecidableEq ι] in
/-- The scalar product of two spins in terms of ladder operators:
`Si · Sj = Siz Sjz + (Si⁺ Sj⁻ + Si⁻ Sj⁺) / 2`. -/
theorem dot_eq_ladder (S : ι → Fin 3 → Module.End ℂ V) (i j : ι) :
    dot S i j = S i 2 * S j 2 +
      (1 / 2 : ℂ) • (raising S i * lowering S j + lowering S i * raising S j) := by
  refine LinearMap.ext fun x => ?_
  have hI : I • I • S i 1 (S j 1 x) = -S i 1 (S j 1 x) := by
    rw [smul_smul, I_mul_I, neg_one_smul]
  simp only [dot, Fin.sum_univ_three, raising, lowering, LinearMap.add_apply,
    LinearMap.sub_apply, LinearMap.smul_apply, Module.End.mul_apply, map_add, map_sub, map_smul]
  linear_combination (norm := module) hI
```

## (b) Ladder operators on different sites

For i ≠ j, show that

S_i⁺ S_j⁻ = S_j⁻ S_i⁺.

**Solution.** Each of the four products of Cartesian components commutes, hence so do their linear combinations. The proof term assembles these four facts.

```lean
omit [Fintype ι] [DecidableEq ι] in
/-- Raising and lowering operators of different sites commute. -/
theorem raising_lowering_commute (h : IsSpinSystem S) {i j : ι} (hij : i ≠ j) :
    Commute (raising S i) (lowering S j) :=
  have c := h.comm i j hij
  ((c 0 0).sub_right ((c 0 1).smul_right I)).add_left
    (((c 1 0).sub_right ((c 1 1).smul_right I)).smul_left I)
```

## (c) Raising a magnon state

Show that

S_k⁺ Φ(f) = 2 s_k f_k v.

**Solution.** On one site,

[S⁺, S⁻] = −2I [Sˣ, Sʸ] = 2 Sᶻ,

so S_k⁺ S_k⁻ v = S_k⁻ S_k⁺ v + 2 S_kᶻ v = 2 s_k v. For i ≠ k, part (b) gives S_k⁺ S_i⁻ v = S_i⁻ S_k⁺ v = 0. Only i = k survives in the sum. The two cases are the branches of `key`.

```lean
/-- Raising site `k` of a one-magnon state returns the polarized state with factor
`2 s_k f_k`. -/
theorem raising_magnon (h : IsSpinSystem S) (hv : IsPolarized S s v) (f : ι → ℂ) (k : ι) :
    raising S k (magnon S v f) = (2 * s k * f k) • v := by
  have key : ∀ i, raising S k (lowering S i v) = if i = k then (2 * s k) • v else 0 := by
    intro i
    split_ifs with hik
    · subst hik
      -- on one site, `[S⁺, S⁻] = 2 Sz`
      have e : raising S i (lowering S i v) = lowering S i (raising S i v) + (2 : ℂ) • S i 2 v := by
        have hxy : S i 0 (S i 1 v) - S i 1 (S i 0 v) = I • S i 2 v :=
          LinearMap.congr_fun (h.xy i) v
        have hI : I • I • S i 2 v = -S i 2 v := by rw [smul_smul, I_mul_I, neg_one_smul]
        simp only [raising, lowering, LinearMap.add_apply, LinearMap.sub_apply,
          LinearMap.smul_apply, map_add, map_sub, map_smul]
        linear_combination (norm := module) (-2 * I) • hxy - (2 : ℂ) • hI
      rw [e, hv.top, hv.weight, map_zero, zero_add, smul_smul]
    · have e : raising S k (lowering S i v) = lowering S i (raising S k v) :=
        LinearMap.congr_fun (raising_lowering_commute h (Ne.symm hik)).eq v
      rw [e, hv.top, map_zero]
  simp only [magnon, map_sum, map_smul, key, smul_ite, smul_zero, Finset.sum_ite_eq',
    Finset.mem_univ, if_true]
  module
```

## (d) The z component on a magnon state

Show that

S_kᶻ Φ(f) = s_k Φ(f) − f_k S_k⁻ v.

**Solution.** On one site,

[Sᶻ, S⁻] = [Sᶻ, Sˣ] − I [Sᶻ, Sʸ] = I Sʸ − Sˣ = −S⁻,

so S_kᶻ S_k⁻ v = (s_k − 1) S_k⁻ v. For i ≠ k the operators commute and S_kᶻ S_i⁻ v = s_k S_i⁻ v. Sum with weights f_i; `key` again holds the two cases.

```lean
/-- The z component of site `k` acts on a one-magnon state over a polarized `v` as `s_k`, less one
unit on the part where the magnon sits at `k`. -/
theorem z_magnon (h : IsSpinSystem S) (hv : IsPolarized S s v) (f : ι → ℂ) (k : ι) :
    S k 2 (magnon S v f) = s k • magnon S v f - f k • lowering S k v := by
  have key : ∀ i, S k 2 (lowering S i v) =
      s k • lowering S i v - if i = k then lowering S i v else 0 := by
    intro i
    split_ifs with hik
    · subst hik
      -- on one site, `[Sz, S⁻] = -S⁻`
      have e : S i 2 (lowering S i v) = lowering S i (S i 2 v) - lowering S i v := by
        have hyz : S i 1 (S i 2 v) - S i 2 (S i 1 v) = I • S i 0 v :=
          LinearMap.congr_fun (h.yz i) v
        have hzx : S i 2 (S i 0 v) - S i 0 (S i 2 v) = I • S i 1 v :=
          LinearMap.congr_fun (h.zx i) v
        have hI : I • I • S i 0 v = -S i 0 v := by rw [smul_smul, I_mul_I, neg_one_smul]
        simp only [lowering, LinearMap.sub_apply, LinearMap.smul_apply, map_sub, map_smul]
        linear_combination (norm := module) hzx + I • hyz + hI
      rw [e, hv.weight, map_smul]
    · have c := h.comm k i (Ne.symm hik)
      have e : S k 2 (lowering S i v) = lowering S i (S k 2 v) :=
        LinearMap.congr_fun ((c 2 0).sub_right ((c 2 1).smul_right I)).eq v
      rw [e, hv.weight, map_smul, sub_zero]
  simp only [magnon, map_sum, map_smul, key, smul_sub, smul_ite, smul_zero,
    Finset.sum_sub_distrib, Finset.sum_ite_eq', Finset.mem_univ, if_true, Finset.smul_sum]
  congr 1
  exact Finset.sum_congr rfl fun i _ => smul_comm _ _ _
```

## (e) One bond

For i ≠ j, show that

(s_i s_j − S_i·S_j) Φ(f) = (f_i − f_j)(s_j S_i⁻ v − s_i S_j⁻ v).

**Solution.** Parts (b), (c) and (d) give

S_iᶻ S_jᶻ Φ(f) = s_i s_j Φ(f) − s_j f_i S_i⁻ v − s_i f_j S_j⁻ v

S_i⁺ S_j⁻ Φ(f) = S_j⁻ S_i⁺ Φ(f) = 2 s_i f_i S_j⁻ v

S_i⁻ S_j⁺ Φ(f) = 2 s_j f_j S_i⁻ v

Insert these in (a) and subtract from s_i s_j Φ(f). Lean substitutes the same expressions with `simp only`, and `module` collects terms.

```lean
/-- For a polarized `v`, a single bond between distinct sites acts on a magnon only through the
amplitude difference `f_i - f_j`. -/
theorem bond_magnon (h : IsSpinSystem S) (hv : IsPolarized S s v) (f : ι → ℂ) {i j : ι}
    (hij : i ≠ j) : bond S s i j (magnon S v f) =
      (f i - f j) • (s j • lowering S i v - s i • lowering S j v) := by
  have e1 : raising S i (lowering S j (magnon S v f)) =
      lowering S j (raising S i (magnon S v f)) :=
    LinearMap.congr_fun (raising_lowering_commute h hij).eq _
  have c := h.comm i j hij
  have e2 : S i 2 (lowering S j v) = s i • lowering S j v := by
    have e : S i 2 (lowering S j v) = lowering S j (S i 2 v) :=
      LinearMap.congr_fun ((c 2 0).sub_right ((c 2 1).smul_right I)).eq v
    rw [e, hv.weight, map_smul]
  rw [bond, dot_eq_ladder]
  simp only [LinearMap.sub_apply, LinearMap.smul_apply, LinearMap.add_apply,
    Module.End.mul_apply, Module.End.one_apply, e1, raising_magnon h hv, z_magnon h hv,
    map_sub, map_smul, e2]
  module
```

## (f) The whole Hamiltonian

For symmetric J, show that

H Φ(f) = Φ(g), with g_i = Σ_j J(i,j) s_j (f_i − f_j).

**Solution.** By (e), and with J(i,j) = J(j,i) in the second term,

H Φ(f) = ½ Σ_i Σ_j [J(i,j) s_j (f_i − f_j) S_i⁻ v + J(j,i) s_i (f_j − f_i) S_j⁻ v].

The terms with i = j vanish, so including them is harmless (`Finset.sum_erase`). Exchanging the names i and j turns the second half into the first (`Finset.sum_comm`), which cancels the ½.

```lean
/-- For symmetric couplings and a polarized `v`, the Heisenberg Hamiltonian maps the one-magnon
state with amplitudes `f` to the one with amplitudes `g_i = ∑ j, J i j s_j (f_i - f_j)`. -/
theorem hamiltonian_magnon (h : IsSpinSystem S) (hv : IsPolarized S s v) {J : ι → ι → ℂ}
    (hJ : ∀ i j, J i j = J j i) (f : ι → ℂ) :
    hamiltonian S s J (magnon S v f) = magnon S v (spinWave J s f) := by
  -- each bond feeds its two end sites; the diagonal terms vanish and may be added
  have hb : ∀ i, ∑ j ∈ univ.erase i, J i j • bond S s i j (magnon S v f) =
      ∑ j, ((J i j * s j * (f i - f j)) • lowering S i v +
        (J j i * s i * (f j - f i)) • lowering S j v) := by
    intro i
    refine Eq.trans (Finset.sum_congr rfl fun j hj => ?_) (Finset.sum_erase _ ?_)
    · rw [bond_magnon h hv f (Finset.ne_of_mem_erase hj).symm, hJ j i]
      module
    · simp
  simp only [hamiltonian, LinearMap.smul_apply, LinearMap.sum_apply, hb,
    Finset.sum_add_distrib]
  -- the two halves agree after exchanging the names of the sites
  rw [Finset.sum_comm (f := fun i j => (J j i * s i * (f j - f i)) • lowering S j v)]
  simp only [magnon, spinWave, Finset.sum_smul]
  module
```

For a finite cluster with isotropic exchange, the one-magnon problem thus shrinks to a matrix with one row per site, a useful reference for exact diagonalisation. States with two or more deviations need a separate treatment.

## (g) Amplitudes from the state

Let v ≠ 0 and all s_i ≠ 0. Show that

Φ(f) = Φ(f′) implies f = f′.

**Solution.** Apply S_k⁺. By (c), 2 s_k f_k v = 2 s_k f′_k v; cancel v and 2 s_k.

```lean
/-- If `v` is polarized and nonzero and no `s_i` vanishes, the one-magnon state determines its
amplitudes. -/
theorem magnon_injective (h : IsSpinSystem S) (hv : IsPolarized S s v) (hv0 : v ≠ 0)
    (hs : ∀ i, s i ≠ 0) : Function.Injective (magnon S v) := by
  intro f g hfg
  funext k
  have e := congrArg (raising S k) hfg
  rw [raising_magnon h hv, raising_magnon h hv] at e
  exact mul_left_cancel₀ (mul_ne_zero two_ne_zero (hs k)) (smul_left_injective ℂ hv0 e)
```

## (h) The magnon equation

Under the assumptions of (f) and (g), show that H Φ(f) = ω Φ(f) holds exactly when, for every i,

Σ_j J(i,j) s_j (f_i − f_j) = ω f_i.

**Solution.** The left side is Φ(g) by (f), and the right side is Φ(ωf) by linearity. By (g) they agree exactly when g = ωf. An eigenstate also requires f ≠ 0.

```lean
/-- For symmetric couplings, a polarized `v ≠ 0` and nonzero `s_i`, a one-magnon state `ψ` satisfies
`H ψ = ω ψ` exactly when its amplitudes solve `∑ j, J i j s_j (f_i - f_j) = ω f_i`. -/
theorem magnon_energy_iff (h : IsSpinSystem S) (hv : IsPolarized S s v) (hv0 : v ≠ 0)
    (hs : ∀ i, s i ≠ 0) {J : ι → ι → ℂ} (hJ : ∀ i j, J i j = J j i) (f : ι → ℂ) (ω : ℂ) :
    hamiltonian S s J (magnon S v f) = ω • magnon S v f ↔
      ∀ i, ∑ j, J i j * s j * (f i - f j) = ω * f i := by
  have e : ω • magnon S v f = magnon S v (fun i => ω * f i) := by
    simp only [magnon, Finset.smul_sum, smul_smul]
  rw [hamiltonian_magnon h hv hJ, e, (magnon_injective h hv hv0 hs).eq_iff]
  exact funext_iff
```

## (i) Equal couplings

Let J(i,j) = J₀ for all sites and Σ_j s_j f_j = 0. Show that

H Φ(f) = J₀ (Σ_j s_j) Φ(f).

**Solution.** Here

g_i = J₀ (f_i Σ_j s_j − Σ_j s_j f_j) = J₀ (Σ_j s_j) f_i.

Apply (f). In Lean, `e` is this formula for g_i before the condition is used. When Φ(f) ≠ 0, the factor is its energy.

```lean
/-- With the same coupling `J₀` between all sites and a polarized `v`, a one-magnon state `ψ` whose
amplitudes satisfy `∑ s_j f_j = 0` obeys `H ψ = J₀ (∑ s_j) ψ`. -/
theorem equal_coupling_magnon (h : IsSpinSystem S) (hv : IsPolarized S s v) (J₀ : ℂ)
    (f : ι → ℂ) (hf : ∑ j, s j * f j = 0) :
    hamiltonian S s (fun _ _ => J₀) (magnon S v f) = (J₀ * ∑ j, s j) • magnon S v f := by
  rw [hamiltonian_magnon h hv (fun _ _ => rfl)]
  simp only [magnon, Finset.smul_sum, smul_smul]
  refine Finset.sum_congr rfl fun i _ => ?_
  congr 1
  have e : spinWave (fun _ _ => J₀) s f i = J₀ * ((∑ j, s j) * f i - ∑ j, s j * f j) := by
    rw [spinWave, Finset.sum_mul, ← Finset.sum_sub_distrib, Finset.mul_sum]
    exact Finset.sum_congr rfl fun j _ => by ring
  rw [e, hf]
  ring
```

## (j) A spin 1/2 beside a spin 1

Two-spin wavefunctions are 2 × 3 matrices M. Site 0 acts by M ↦ AM with the spin-1/2 matrices A, and site 1 by M ↦ MBᵀ with the Cartesian spin-1 matrices B.

```lean
/-- The spin-1/2 matrices. -/
def halfSpin : Fin 3 → Matrix (Fin 2) (Fin 2) ℂ :=
  ![!![0, 1 / 2; 1 / 2, 0], !![0, -I / 2; I / 2, 0], !![1 / 2, 0; 0, -1 / 2]]

/-- The spin-1 matrices in the Cartesian basis. -/
def oneSpin : Fin 3 → Matrix (Fin 3) (Fin 3) ℂ :=
  ![!![0, 0, 0; 0, 0, -I; 0, I, 0], !![0, 0, I; 0, 0, 0; -I, 0, 0],
    !![0, -I, 0; I, 0, 0; 0, 0, 0]]

/-- A spin 1/2 and a spin 1 acting on two-spin wavefunctions, written as 2 × 3 matrices, through
the row and the column index. -/
def mixedPair : Fin 2 → Fin 3 → Module.End ℂ (Matrix (Fin 2) (Fin 3) ℂ) :=
  ![fun a => { toFun := fun M => halfSpin a * M
               map_add' := fun M N => Matrix.mul_add _ M N
               map_smul' := fun c M => Matrix.mul_smul _ c M },
    fun a => { toFun := fun M => M * (oneSpin a).transpose
               map_add' := fun M N => Matrix.add_mul M N _
               map_smul' := fun c M => Matrix.smul_mul c M _ }]
```

Show that this is a spin system, and that the matrix with rows (1, I, 0) and (0, 0, 0) is polarized with

s_0 = 1/2, s_1 = 1.

**Solution.** The Pauli products give the relations for A. Each B acts as w ↦ I e × w, with e the unit vector of its axis, so the Jacobi identity gives those for B. Because of the transpose, the action M ↦ MBᵀ preserves the order of products, and the sites commute because (AM)Bᵀ = A(MBᵀ).

The lower row is zero, so site 0 is raised to zero and has weight 1/2. For u = (1, I, 0),

Bˣu = (0, 0, −1), I Bʸu = (0, 0, 1), Bᶻu = u.

Thus site 1 is also raised to zero, with weight 1. The normalised state is the matrix divided by √2. Lean transfers the commutators with `hL` and `hR` and checks the entries.

```lean
/-- The pair of a spin 1/2 and a spin 1 is a spin system, and the nonzero matrix with rows
`(1, i, 0)` and `(0, 0, 0)` is a polarized state with weights 1/2 and 1. -/
theorem mixedPair_witness : IsSpinSystem mixedPair ∧
    IsPolarized mixedPair ![1 / 2, 1] !![1, I, 0; 0, 0, 0] ∧
    (!![1, I, 0; 0, 0, 0] : Matrix (Fin 2) (Fin 3) ℂ) ≠ 0 := by
  -- matrix commutators carry over to the left and right actions
  have hL : ∀ a b c, halfSpin a * halfSpin b - halfSpin b * halfSpin a = I • halfSpin c →
      mixedPair 0 a * mixedPair 0 b - mixedPair 0 b * mixedPair 0 a = I • mixedPair 0 c := by
    intro a b c e
    refine LinearMap.ext fun M => ?_
    change halfSpin a * (halfSpin b * M) - halfSpin b * (halfSpin a * M) = I • (halfSpin c * M)
    rw [← Matrix.mul_assoc, ← Matrix.mul_assoc, ← Matrix.sub_mul, e, Matrix.smul_mul]
  have hR : ∀ a b c, oneSpin a * oneSpin b - oneSpin b * oneSpin a = I • oneSpin c →
      mixedPair 1 a * mixedPair 1 b - mixedPair 1 b * mixedPair 1 a = I • mixedPair 1 c := by
    intro a b c e
    refine LinearMap.ext fun M => ?_
    change M * (oneSpin b).transpose * (oneSpin a).transpose -
      M * (oneSpin a).transpose * (oneSpin b).transpose = I • (M * (oneSpin c).transpose)
    rw [Matrix.mul_assoc, Matrix.mul_assoc, ← Matrix.mul_sub, ← Matrix.transpose_mul,
      ← Matrix.transpose_mul, ← Matrix.transpose_sub, e, Matrix.transpose_smul, Matrix.mul_smul]
  -- the individual matrices and the action of each site, for the entrywise check
  have a0 : halfSpin 0 = !![0, 1 / 2; 1 / 2, 0] := rfl
  have a1 : halfSpin 1 = !![0, -I / 2; I / 2, 0] := rfl
  have a2 : halfSpin 2 = !![1 / 2, 0; 0, -1 / 2] := rfl
  have b0 : oneSpin 0 = !![0, 0, 0; 0, 0, -I; 0, I, 0] := rfl
  have b1 : oneSpin 1 = !![0, 0, I; 0, 0, 0; -I, 0, 0] := rfl
  have b2 : oneSpin 2 = !![0, -I, 0; I, 0, 0; 0, 0, 0] := rfl
  have m0 : ∀ a M, mixedPair 0 a M = halfSpin a * M := fun _ _ => rfl
  have m1 : ∀ a M i j, mixedPair 1 a M i j =
      M i 0 * oneSpin a j 0 + M i 1 * oneSpin a j 1 + M i 2 * oneSpin a j 2 :=
    fun a M i j => Fin.sum_univ_three fun k => M i k * oneSpin a j k
  refine ⟨⟨Fin.forall_fin_two.2 ⟨hL 0 1 2 ?_, hR 0 1 2 ?_⟩,
    Fin.forall_fin_two.2 ⟨hL 1 2 0 ?_, hR 1 2 0 ?_⟩,
    Fin.forall_fin_two.2 ⟨hL 2 0 1 ?_, hR 2 0 1 ?_⟩, ?_⟩,
    ⟨Fin.forall_fin_two.2 ⟨?_, ?_⟩, Fin.forall_fin_two.2 ⟨?_, ?_⟩⟩, ?_⟩
  case refine_7 =>
    intro i j hij a b
    fin_cases i <;> fin_cases j
    · exact absurd rfl hij
    · exact LinearMap.ext fun M => (Matrix.mul_assoc (halfSpin a) M _).symm
    · exact LinearMap.ext fun M => Matrix.mul_assoc (halfSpin b) M _
    · exact absurd rfl hij
  case refine_12 =>
    intro e
    simpa using congrFun (congrFun e 0) 0
  all_goals
    ext a b
    fin_cases a <;> fin_cases b <;>
      simp [raising, m0, m1, a0, a1, a2, b0, b1, b2, Matrix.mul_apply, Fin.sum_univ_succ,
        Complex.ext_iff] <;>
      norm_num

end

end MixedSpinMagnons
```

```lean
#print axioms MixedSpinMagnons.hamiltonian_magnon
#print axioms MixedSpinMagnons.magnon_energy_iff
#print axioms MixedSpinMagnons.equal_coupling_magnon
```

```
'MixedSpinMagnons.hamiltonian_magnon' depends on axioms: [propext, Classical.choice, Quot.sound]
'MixedSpinMagnons.magnon_energy_iff' depends on axioms: [propext, Classical.choice, Quot.sound]
'MixedSpinMagnons.equal_coupling_magnon' depends on axioms: [propext, Classical.choice, Quot.sound]
```

## Numbers for this pair, and a magnetic field

With coupling J₀, the equation in (h) reads

J₀ (f_0 − f_1) = ω f_0, ½ J₀ (f_1 − f_0) = ω f_1.

For J₀ ≠ 0 its nonzero solutions are, up to a factor, f = (1, 1) with ω = 0 and f = (2, −1) with ω = 3J₀/2, in agreement with (i). For normalised v, the vectors S_0⁻ v and S_1⁻ v have norms 1 and √2, so in the basis of these vectors divided by their norms the second state, once normalised, has coefficients (√(2/3), −√(1/3)).

Summing (d) over k gives a neighbouring result by hand:

Σ_k S_kᶻ Φ(f) = (Σ_k s_k − 1) Φ(f).

If all sites have the same g-factor, a uniform magnetic field along z adds a term −b Σ_k S_kᶻ, where b is the Zeeman energy per unit of spin, positive when the field favours the polarized state. This term shifts every one-magnon energy, measured from the polarized state, by b and leaves the amplitudes unchanged. With different g-factors the amplitudes can change as well.
